# A sharp $h^6$ bound on the local error of Numerov's formula for $C^6$ functions

Take $y(t)=t^4$ on the three grid points $-h,0,h$. Its second difference is
$$y(h)-2y(0)+y(-h)=2h^4.$$
The simplest estimate of this number, $h^2y''(0)$, is zero and misses all of it. Numerov's formula also uses the second derivative at the neighbours. With $y''(t)=12t^2$,
$$\frac{h^2}{12}\bigl(y''(h)+10\,y''(0)+y''(-h)\bigr)=\frac{h^2}{12}\cdot 24h^2=2h^4,$$
and the quartic term is accounted for exactly. The problems below find what remains for a general function.

## The defect, its kernel and a primitive

For a function $y:\mathbb R\to\mathbb R$, a grid point $x$ and a step $h$, the defect is
$$D=y(x+h)-2y(x)+y(x-h)-\frac{h^2}{12}\bigl(y''(x+h)+10y''(x)+y''(x-h)\bigr).$$
In Lean it is `numerovDefect y x h`, and `iteratedDeriv k y` is the $k$-th derivative $y^{(k)}$.

```lean
import Mathlib

open Set

namespace NumerovLocalError

noncomputable section

/-- The Numerov defect of `y` at the grid point `x` with step `h`: the second difference of `y`
minus `h ^ 2` times the weighted average of its second derivatives at the three grid points. -/
def numerovDefect (y : ℝ → ℝ) (x h : ℝ) : ℝ :=
  y (x + h) - 2 * y x + y (x - h) - h ^ 2 / 12 *
    (iteratedDeriv 2 y (x + h) + 10 * iteratedDeriv 2 y x + iteratedDeriv 2 y (x - h))
```

The sixth derivative will be weighted by the kernel
$$K(t)=\frac{h^2(h-t)^3}{72}-\frac{(h-t)^5}{120},$$
where $t$ is a distance from the central grid point.

```lean
/-- The kernel that weights the sixth derivative in the Numerov defect. -/
def numerovKernel (h t : ℝ) : ℝ := h ^ 2 * (h - t) ^ 3 / 72 - (h - t) ^ 5 / 120
```

Let $g_0,g_1,\dots$ be functions, each the derivative of the one before. Expand $g_0-\frac{h^2}{12}g_2$ about $s$ up to the term in $g_5$ and evaluate at $h$. With $r=h-s$ this gives $P(s)=\sum_{k=0}^5c_k(s)\,g_k(s)$, where
$$c_0=1,\quad c_1=r,\quad c_2=\frac{r^2}{2}-\frac{h^2}{12},\quad c_3=\frac{r^3}{6}-\frac{h^2r}{12},$$
$$c_4=\frac{r^4}{24}-\frac{h^2r^2}{24},\quad c_5=\frac{r^5}{120}-\frac{h^2r^3}{72}.$$

```lean
/-- A combination of a function `g 0` and its derivatives `g 1, ..., g 5` at `s`, with
polynomial coefficients in the remaining distance `h - s`. -/
def numerovPrimitive (g : ℕ → ℝ → ℝ) (h s : ℝ) : ℝ :=
  g 0 s + (h - s) * g 1 s + ((h - s) ^ 2 / 2 - h ^ 2 / 12) * g 2 s
    + ((h - s) ^ 3 / 6 - h ^ 2 / 12 * (h - s)) * g 3 s
    + ((h - s) ^ 4 / 24 - h ^ 2 / 24 * (h - s) ^ 2) * g 4 s
    + ((h - s) ^ 5 / 120 - h ^ 2 / 72 * (h - s) ^ 3) * g 5 s
```

## (a) Powers of the remaining distance

Show that for every natural number $n$, including $0$,
$$\frac{d}{ds}(h-s)^{n+1}\Big|_{s=t}=-(n+1)(h-t)^n .$$

The inner function $h-s$ has derivative $-1$, and the chain rule gives the result. `HasDerivAt f a t` says that $f$ is differentiable at $t$ with derivative $a$.

```lean
/-- The derivative of a power of the remaining distance `h - s`. -/
theorem hasDerivAt_remaining_pow (h t : ℝ) (n : ℕ) :
    HasDerivAt (fun s : ℝ => (h - s) ^ (n + 1)) (-((n : ℝ) + 1) * (h - t) ^ n) t := by
  have u : HasDerivAt (fun s : ℝ => h - s) (-1) t := (hasDerivAt_id' t).const_sub h
  exact (u.fun_pow (n + 1)).congr_deriv (by rw [Nat.add_sub_cancel]; push_cast; ring)
```

## (b) The sign of the kernel

Show that $K(t)\ge 0$ for $0\le t\le h$.

Factor the kernel:
$$K(t)=(h-t)^3\left(\frac{h^2}{72}-\frac{(h-t)^2}{120}\right).$$
Since $0\le h-t\le h$, the first factor is nonnegative and the second is at least $h^2/72-h^2/120=h^2/180\ge0$. In the proof, `nlinarith` supplies the sign of the second factor.

```lean
/-- The Numerov kernel is nonnegative between the central grid point and its neighbour. -/
theorem numerovKernel_nonneg {h t : ℝ} (h0 : 0 ≤ t) (h1 : t ≤ h) : 0 ≤ numerovKernel h t := by
  have a : 0 ≤ h - t := sub_nonneg.mpr h1
  have b : 0 ≤ h ^ 2 / 72 - (h - t) ^ 2 / 120 := by nlinarith [sq_nonneg h]
  have c : numerovKernel h t = (h - t) ^ 3 * (h ^ 2 / 72 - (h - t) ^ 2 / 120) := by
    unfold numerovKernel
    ring
  rw [c]
  exact mul_nonneg (pow_nonneg a 3) b
```

## (c) Cancellation below the sixth derivative

Suppose $g_k'=g_{k+1}$ for $k=0,\dots,5$. Show that
$$P'(t)=-K(t)\,g_6(t).$$

By (a), the coefficients satisfy $c_0'=0$ and $c_k'=-c_{k-1}$ for $k=1,\dots,5$. The product rule therefore telescopes:
$$P'=\sum_{k=0}^5\bigl(c_k'g_k+c_kg_{k+1}\bigr)=-\sum_{k=1}^5c_{k-1}g_k+\sum_{k=0}^5c_kg_{k+1}=c_5g_6=-Kg_6 .$$
The Lean proof builds the derivative term by term from the product rule, and the final `ring` carries out the cancellation.

```lean
/-- In the derivative of the Numerov primitive all derivatives of `g 0` below the sixth cancel,
and the sixth appears multiplied by minus the kernel. -/
theorem hasDerivAt_numerovPrimitive (g : ℕ → ℝ → ℝ)
    (hg : ∀ k < 6, ∀ t, HasDerivAt (g k) (g (k + 1) t) t) (h t : ℝ) :
    HasDerivAt (numerovPrimitive g h) (-numerovKernel h t * g 6 t) t := by
  have g0 : HasDerivAt (g 0) (g 1 t) t := hg 0 (by norm_num) t
  have g1 : HasDerivAt (g 1) (g 2 t) t := hg 1 (by norm_num) t
  have g2 : HasDerivAt (g 2) (g 3 t) t := hg 2 (by norm_num) t
  have g3 : HasDerivAt (g 3) (g 4 t) t := hg 3 (by norm_num) t
  have g4 : HasDerivAt (g 4) (g 5 t) t := hg 4 (by norm_num) t
  have g5 : HasDerivAt (g 5) (g 6 t) t := hg 5 (by norm_num) t
  have u : HasDerivAt (fun s : ℝ => h - s) (-1) t := (hasDerivAt_id' t).const_sub h
  have p := hasDerivAt_remaining_pow h t
  -- the polynomial coefficients of the second to fifth derivatives
  have c2 := ((p 1).div_const 2).sub_const (h ^ 2 / 12)
  have c3 := ((p 2).div_const 6).fun_sub (u.const_mul (h ^ 2 / 12))
  have c4 := ((p 3).div_const 24).fun_sub ((p 1).const_mul (h ^ 2 / 24))
  have c5 := ((p 4).div_const 120).fun_sub ((p 2).const_mul (h ^ 2 / 72))
  have H := ((((g0.fun_add (u.fun_mul g1)).fun_add (c2.fun_mul g2)).fun_add
    (c3.fun_mul g3)).fun_add (c4.fun_mul g4)).fun_add (c5.fun_mul g5)
  exact H.congr_deriv (by unfold numerovKernel; push_cast; ring)
```

## (d) The local error bound

Let $y$ be six times continuously differentiable on $\mathbb R$, let $h>0$, and let $|y^{(6)}|\le M$ on $[x-h,x+h]$. Show that
$$|D|\le\frac{M h^6}{240}.$$

Take the symmetric combination $y(x+t)+y(x-t)$ and its derivatives,
$$g_k(t)=y^{(k)}(x+t)+(-1)^k\,y^{(k)}(x-t).$$
At $s=h$ only $c_0=1$ and $c_2=-h^2/12$ survive, so
$$P(h)=y(x+h)+y(x-h)-\frac{h^2}{12}\bigl(y''(x+h)+y''(x-h)\bigr).$$
At $s=0$ the odd $g_k$ vanish, $c_4(0)=0$ and $c_2(0)=5h^2/12$, so
$$P(0)=2y(x)+\frac{10h^2}{12}\,y''(x).$$
Hence $P(h)-P(0)=D$, which is `hE` in the proof.

For $0\le t\le h$ both $x+t$ and $x-t$ lie in $[x-h,x+h]$, so $|g_6(t)|\le 2M$. With (b) and (c), $|P'(t)|\le 2MK(t)$. A primitive of the right-hand side is
$$B(t)=2M\left(\frac{(h-t)^6}{720}-\frac{h^2(h-t)^4}{288}\right)+\frac{Mh^6}{240},$$
with $B(0)=0$ and $B(h)=Mh^6/240$. Both functions $B\pm(P-P(0))$ start at zero and have nonnegative derivative on $[0,h]$, so $|P(h)-P(0)|\le B(h)$.

Bounding the Taylor remainders of the two parts of $D$ separately adds their contributions, $\frac{2}{720}+\frac{5}{720}$, and gives the weaker constant $7/720$. They enter with opposite signs, and keeping them together leaves $\frac{5}{720}-\frac{2}{720}=\frac1{240}$.

In Lean, `ContDiff ℝ 6 y` is the smoothness assumption on the whole line, while `hM` bounds the sixth derivative only between the outer grid points. The comparison with $B$ is the Mathlib theorem applied in `key`.

```lean
/-- Numerov local error: if `y` is six times continuously differentiable, the step `h` is positive
and the sixth derivative of `y` is bounded by `M` in absolute value between the outer grid points,
the absolute value of the Numerov defect is at most `M h ^ 6 / 240`. -/
theorem abs_numerovDefect_le {y : ℝ → ℝ} (hy : ContDiff ℝ 6 y) {x h M : ℝ} (hh : 0 < h)
    (hM : ∀ t ∈ Icc (x - h) (x + h), |iteratedDeriv 6 y t| ≤ M) :
    |numerovDefect y x h| ≤ M * h ^ 6 / 240 := by
  have hd : ∀ k < 6, ∀ t, HasDerivAt (iteratedDeriv k y) (iteratedDeriv (k + 1) y t) t := by
    intro k hk t
    rw [iteratedDeriv_succ]
    exact (hy.differentiable_iteratedDeriv k (by exact_mod_cast hk) t).hasDerivAt
  -- the derivatives of the symmetric combination y(x+t) + y(x-t)
  let g : ℕ → ℝ → ℝ := fun k t =>
    iteratedDeriv k y (x + t) + (-1) ^ k * iteratedDeriv k y (x - t)
  have hg : ∀ k < 6, ∀ t, HasDerivAt (g k) (g (k + 1) t) t := by
    intro k hk t
    have a := HasDerivAt.comp_const_add x t (hd k hk (x + t))
    have b := HasDerivAt.comp_const_sub x t (hd k hk (x - t))
    exact (a.fun_add (b.const_mul ((-1) ^ k))).congr_deriv (by simp only [g]; ring)
  have hG := hasDerivAt_numerovPrimitive g hg h
  -- the defect is the increment of the primitive
  have hE : numerovPrimitive g h h - numerovPrimitive g h 0 = numerovDefect y x h := by
    simp only [numerovPrimitive, g, numerovDefect, iteratedDeriv_zero, add_zero, sub_zero,
      sub_self]
    ring
  -- an explicit primitive of 2 M times the kernel, vanishing at 0
  let B : ℝ → ℝ := fun t =>
    2 * M * ((h - t) ^ 6 / 720 - h ^ 2 / 288 * (h - t) ^ 4) + M * h ^ 6 / 240
  have hB : ∀ t, HasDerivAt B (2 * M * numerovKernel h t) t := by
    intro t
    have p := hasDerivAt_remaining_pow h t
    have H := ((((p 5).div_const 720).fun_sub ((p 3).const_mul (h ^ 2 / 288))).const_mul
      (2 * M)).add_const (M * h ^ 6 / 240)
    exact H.congr_deriv (by unfold numerovKernel; push_cast; ring)
  have hF : ∀ t, HasDerivAt (fun s => numerovPrimitive g h s - numerovPrimitive g h 0)
      (-numerovKernel h t * g 6 t) t := fun t => (hG t).sub_const _
  have start : ‖numerovPrimitive g h 0 - numerovPrimitive g h 0‖ ≤ B 0 := by
    have : B 0 = 0 := by
      simp only [B]
      ring
    rw [this, sub_self, norm_zero]
  have bound : ∀ t ∈ Ico 0 h, ‖-numerovKernel h t * g 6 t‖ ≤ 2 * M * numerovKernel h t := by
    intro t ht
    have hK := numerovKernel_nonneg ht.1 ht.2.le
    have a := abs_le.mp (hM (x + t) ⟨by linarith [ht.1], by linarith [ht.2]⟩)
    have b := abs_le.mp (hM (x - t) ⟨by linarith [ht.2], by linarith [ht.1]⟩)
    have e : g 6 t = iteratedDeriv 6 y (x + t) + iteratedDeriv 6 y (x - t) := by
      simp only [g]
      ring
    have h6 : |g 6 t| ≤ 2 * M := by
      rw [e, abs_le]
      constructor <;> linarith [a.1, a.2, b.1, b.2]
    rw [Real.norm_eq_abs, abs_mul, abs_neg, abs_of_nonneg hK, mul_comm]
    exact mul_le_mul_of_nonneg_right h6 hK
  have key := image_norm_le_of_norm_deriv_right_le_deriv_boundary
    (fun t _ => (hF t).continuousAt.continuousWithinAt)
    (fun t _ => (hF t).hasDerivWithinAt) start hB bound (right_mem_Icc.mpr hh.le)
  have hBh : B h = M * h ^ 6 / 240 := by
    simp only [B]
    ring
  rw [hE, hBh, Real.norm_eq_abs] at key
  exact key
```

## (e) Derivatives of polynomials

Let $p$ be a real polynomial and $p^{[k]}$ its $k$-fold formal derivative, obtained by differentiating coefficients. Show that
$$\frac{d^k}{dt^k}\,p(t)=p^{[k]}(t).$$

For $k=0$ both sides are $p(t)$. If the identity holds for $k$, differentiating it once more gives the case $k+1$, because the analytic and formal first derivatives of a polynomial agree. The Lean proof is the same induction.

```lean
/-- The iterated derivatives of a polynomial function are given by the formal derivatives. -/
theorem iteratedDeriv_eval (p : Polynomial ℝ) (k : ℕ) :
    iteratedDeriv k (fun t => p.eval t) =
      fun t => ((Polynomial.derivative^[k]) p).eval t := by
  induction k with
  | zero => simp
  | succ k ih =>
    funext t
    rw [iteratedDeriv_succ, ih, Function.iterate_succ_apply']
    exact (Polynomial.hasDerivAt _ t).deriv
```

## (f) Exactness up to degree five

Let $p$ be a polynomial of degree at most five and $h>0$. Show that its defect satisfies
$$D=0.$$

The sixth derivative of $p$ is zero by (e), so (d) applies with $M=0$ and gives $|D|\le0$.

```lean
/-- For a positive step, the Numerov defect vanishes for every polynomial of degree at most five. -/
theorem numerovDefect_quintic (p : Polynomial ℝ) (hp : p.natDegree ≤ 5) (x : ℝ) {h : ℝ}
    (hh : 0 < h) : numerovDefect (fun t => p.eval t) x h = 0 := by
  have hc : ContDiff ℝ 6 (fun t : ℝ => p.eval t) := by
    simp only [Polynomial.eval_eq_sum_range]
    exact ContDiff.sum fun i _ => contDiff_const.mul (contDiff_id.pow i)
  have key := abs_numerovDefect_le hc (x := x) (M := 0) hh (fun t _ => by
    rw [iteratedDeriv_eval, Polynomial.iterate_derivative_eq_zero (by omega)]
    simp)
  rw [zero_mul, zero_div] at key
  exact abs_nonpos_iff.mp key
```

## (g) A function that attains the bound

For $y(t)=t^6$, show that
$$y^{(6)}(t)=720,\qquad D=-3h^6 .$$

The first equation is $6!=720$. For the second, the odd powers of $h$ cancel in the second difference:
$$(x+h)^6-2x^6+(x-h)^6=30x^4h^2+30x^2h^4+2h^6 .$$
With $y''(t)=30t^4$ the weighted average contributes
$$\frac{30h^2}{12}\bigl(12x^4+12x^2h^2+2h^4\bigr)=30x^4h^2+30x^2h^4+5h^6,$$
and the difference is $-3h^6$. With $M=720$ the bound in (d) is $3h^6$, so equality holds and $1/240$ is the best constant.

```lean
/-- For `t ^ 6` the sixth derivative is `720` everywhere and the Numerov defect is `-3 h ^ 6`. -/
theorem numerovDefect_sextic (x h : ℝ) :
    (∀ t, iteratedDeriv 6 (fun s : ℝ => s ^ 6) t = 720) ∧
      numerovDefect (fun s : ℝ => s ^ 6) x h = -3 * h ^ 6 := by
  have e : (fun s : ℝ => s ^ 6) = fun s => (Polynomial.X ^ 6 : Polynomial ℝ).eval s := by
    funext s
    simp
  have d2 : ∀ t, iteratedDeriv 2 (fun s : ℝ => s ^ 6) t = 30 * t ^ 4 := by
    intro t
    rw [e, iteratedDeriv_eval, Polynomial.iterate_derivative_X_pow_eq_natCast_mul]
    norm_num [Nat.descFactorial]
  constructor
  · intro t
    rw [e, iteratedDeriv_eval, Polynomial.iterate_derivative_X_pow_eq_natCast_mul]
    norm_num [Nat.descFactorial]
  · simp only [numerovDefect, d2]
    ring
```

## (h) One step of the Schrödinger equation

Consider a particle of unit mass with $\hbar=1$ in a potential $V$. For the relative motion of a diatomic molecule, this mass is the reduced mass. Let $y$ satisfy
$$-\tfrac12y''+Vy=Ey$$
on the whole line, and define the weight
$$w(t)=1-\frac{h^2}{12}\cdot2\bigl(V(t)-E\bigr).$$

```lean
/-- The Numerov weight at `t` for a particle of unit mass and energy `E` in the potential `V`,
in units with `ħ = 1`. -/
def numerovWeight (V : ℝ → ℝ) (E h t : ℝ) : ℝ := 1 - h ^ 2 / 12 * (2 * (V t - E))
```

From the values $a$ at $x-h$ and $b$ at $x$, the Numerov update predicts the value at $x+h$ as
$$S(a,b)=\frac{(12-10w(x))\,b-w(x-h)\,a}{w(x+h)} .$$

```lean
/-- The Numerov update: the predicted value at `x + h` from the values `a` at `x - h` and `b` at
`x`. Where the weight at `x + h` is zero, Lean's division makes it `0`, which is not a prediction.
-/
def numerovStep (V : ℝ → ℝ) (E h x a b : ℝ) : ℝ :=
  ((12 - 10 * numerovWeight V E h x) * b - numerovWeight V E h (x - h) * a) /
    numerovWeight V E h (x + h)
```

Under the assumptions of (d), and with $w(x+h)\ne0$, show that
$$\bigl|y(x+h)-S(y(x-h),y(x))\bigr|\le\frac{Mh^6}{240\,|w(x+h)|}.$$

The equation gives $y''=2(V-E)y$, so $\frac{h^2}{12}y''=(1-w)y$ at each grid point. Inserting this into the defect,
$$D=w(x+h)\,y(x+h)-(12-10w(x))\,y(x)+w(x-h)\,y(x-h).$$
Division by $w(x+h)$ turns the right-hand side into $y(x+h)-S(y(x-h),y(x))$, and (d) bounds the left. These steps are `h2`, `e` and the last line of the proof.

The weight at $x+h$ vanishes when $2(V(x+h)-E)=12/h^2$. This happens in a classically forbidden region where the step is several times the local decay length. The constant $M$ bounds the sixth derivative of $y$ between the outer grid points. Multiplying $y$ by a constant rescales this bound accordingly; $y$ need not be normalised, and $E$ need not be an eigenvalue.

For a one-dimensional vibrational problem, such as a Morse oscillator on the full line, this controls a single integration step started from exact values. Accumulated error, rounding and the search for eigenvalues are separate questions. A radial equation is posed only for positive distances, so the theorem, which assumes a solution on the whole line, does not apply to it directly.

```lean
/-- Let `y` be a six times continuously differentiable solution of the Schrödinger equation whose
sixth derivative is bounded by `M` in absolute value between the outer grid points. If the step `h`
is positive and the weight at `x + h` is nonzero, one Numerov step from the exact values at `x - h`
and `x` misses `y (x + h)` by at most `M h ^ 6 / 240` divided by the absolute value of that weight.
-/
theorem abs_sub_numerovStep_le {y V : ℝ → ℝ} {E x h M : ℝ} (hy : ContDiff ℝ 6 y) (hh : 0 < h)
    (hS : ∀ t, -(1 / 2) * iteratedDeriv 2 y t + V t * y t = E * y t)
    (hM : ∀ t ∈ Icc (x - h) (x + h), |iteratedDeriv 6 y t| ≤ M)
    (hw : numerovWeight V E h (x + h) ≠ 0) :
    |y (x + h) - numerovStep V E h x (y (x - h)) (y x)| ≤
      M * h ^ 6 / (240 * |numerovWeight V E h (x + h)|) := by
  have h2 : ∀ t, iteratedDeriv 2 y t = 2 * (V t - E) * y t := fun t => by
    linear_combination -2 * hS t
  -- the error of the step is the defect divided by the weight
  have e : y (x + h) - numerovStep V E h x (y (x - h)) (y x) =
      numerovDefect y x h / numerovWeight V E h (x + h) := by
    rw [eq_div_iff hw, numerovStep, sub_mul, div_mul_cancel₀ _ hw]
    simp only [numerovDefect, h2, numerovWeight]
    ring
  rw [e, abs_div, ← div_div]
  exact div_le_div_of_nonneg_right (abs_numerovDefect_le hy hh hM) (abs_nonneg _)

end

end NumerovLocalError
```

```lean
#print axioms NumerovLocalError.abs_numerovDefect_le
#print axioms NumerovLocalError.numerovDefect_quintic
#print axioms NumerovLocalError.numerovDefect_sextic
#print axioms NumerovLocalError.abs_sub_numerovStep_le
```

```
'NumerovLocalError.abs_numerovDefect_le' depends on axioms: [propext, Classical.choice, Quot.sound]
'NumerovLocalError.numerovDefect_quintic' depends on axioms: [propext, Classical.choice, Quot.sound]
'NumerovLocalError.numerovDefect_sextic' depends on axioms: [propext, Classical.choice, Quot.sound]
'NumerovLocalError.abs_sub_numerovStep_le' depends on axioms: [propext, Classical.choice, Quot.sound]
```
